# For commuting positions, a state in a projected subspace has spread at least twice the modulus of the projected commutator's expectation value

Take a finite two-dimensional tight-binding sample and a localised orbital $w$ built only from occupied states. When the position operators $X$ and $Y$ are diagonal in the basis orbitals, they commute, and the full state space contains states that are sharp in both. The orbital must stay in the range of the occupied projector $P$, however, and the projected positions $PXP$ and $PYP$ need not commute. How much spread does this force on $w$?

Write $\langle A\rangle=\langle w,Aw\rangle$, $\operatorname{Var}A=\langle A^2\rangle-\langle A\rangle^2$ and $C=[PXP,PYP]$. For Hermitian $X,Y$ with $XY=YX$, an orthogonal projector $P$, and a unit vector $w$ with $Pw=w$, there is the lower bound

$$\operatorname{Var}X+\operatorname{Var}Y\;\ge\;2\,|\langle C\rangle|.$$

The left side is the contribution of one orbital to the Marzari–Vanderbilt spread. The bound need not be attained: for a rank-one $P$ the right side is zero, even when $w$ has positive spread. It concerns a single state in a finite-dimensional space; Bloch periodicity, the infinite crystal and minimisation over gauges do not enter.

## States, spread and the projected commutator

States are complex vectors indexed by a finite type `n`, which labels the orthonormal orbitals of the model.

```lean
import Mathlib

open Matrix

namespace ProjectedPositionUncertainty

noncomputable section

variable {n : Type*} [Fintype n] [DecidableEq n]
```

The inner product is conjugate-linear in its left slot, and the expectation value is complex-valued.

```lean
/-- The expectation value `⟨w, A w⟩`. -/
def expect (A : Matrix n n ℂ) (w : n → ℂ) : ℂ := star w ⬝ᵥ (A *ᵥ w)
```

The variance takes real parts, which loses nothing for Hermitian matrices. It is the usual variance when $w$ has norm one, a condition that the theorems using it impose separately.

```lean
/-- The variance `⟨A²⟩ - ⟨A⟩²` of a Hermitian matrix `A` in the unit vector `w`. -/
def variance (A : Matrix n n ℂ) (w : n → ℂ) : ℝ :=
  (expect (A * A) w).re - (expect A w).re ^ 2
```

The spread adds the two directions. It contains the full matrices $X$ and $Y$, not their projections.

```lean
/-- The quadratic spread of `w` in the plane with position matrices `X` and `Y`. -/
def spread (X Y : Matrix n n ℂ) (w : n → ℂ) : ℝ := variance X w + variance Y w
```

Of the quantities defined here, only the commutator contains the projector.

```lean
/-- The commutator `[PXP, PYP]` of the projected positions. -/
def projComm (P X Y : Matrix n n ℂ) : Matrix n n ℂ :=
  (P * X * P) * (P * Y * P) - (P * Y * P) * (P * X * P)
```

Expectation values are linear in the operator:

$$\langle A-B\rangle=\langle A\rangle-\langle B\rangle .$$

```lean
omit [DecidableEq n] in
private lemma expect_sub (A B : Matrix n n ℂ) (w : n → ℂ) :
    expect (A - B) w = expect A w - expect B w := by
  simp only [expect, Matrix.sub_mulVec, dotProduct_sub]
```

$$\langle cA\rangle=c\,\langle A\rangle .$$

```lean
omit [DecidableEq n] in
private lemma expect_smul (c : ℂ) (A : Matrix n n ℂ) (w : n → ℂ) :
    expect (c • A) w = c * expect A w := by
  simp only [expect, Matrix.smul_mulVec, dotProduct_smul, smul_eq_mul]
```

A matrix moves across the inner product as its adjoint, $\langle Au,Bv\rangle=\langle u,A^\dagger Bv\rangle$.

```lean
omit [DecidableEq n] in
private lemma inner_mulVec (A B : Matrix n n ℂ) (u v : n → ℂ) :
    star (A *ᵥ u) ⬝ᵥ (B *ᵥ v) = star u ⬝ᵥ ((Aᴴ * B) *ᵥ v) := by
  rw [Matrix.star_mulVec, ← Matrix.dotProduct_mulVec, Matrix.mulVec_mulVec]
```

## The difference between an overlap and its reverse

For vectors $a,b$ with components $a_i,b_i$,

$$|\langle a,b\rangle-\langle b,a\rangle|\le\sum_i 2|a_i||b_i|\le\sum_i\left(|a_i|^2+|b_i|^2\right)=\|a\|^2+\|b\|^2 .$$

The first inequality is the triangle inequality, and the second is $(|a_i|-|b_i|)^2\ge0$. The Lean proof makes the same estimate component by component; `nlinarith` receives the square as a hint.

```lean
omit [DecidableEq n] in
/-- The difference `⟨a, b⟩ - ⟨b, a⟩` has modulus at most the sum of the squared norms of `a` and
`b`. -/
theorem cross_bound (a b : n → ℂ) :
    ‖star a ⬝ᵥ b - star b ⬝ᵥ a‖ ≤ (star a ⬝ᵥ a).re + (star b ⬝ᵥ b).re := by
  have h : ∀ z : ℂ, (star z * z).re = ‖z‖ ^ 2 := by
    intro z
    rw [Complex.sq_norm, Complex.normSq_apply]
    simp [Complex.mul_re]
  simp only [dotProduct, Pi.star_apply, Complex.re_sum]
  rw [← Finset.sum_sub_distrib, ← Finset.sum_add_distrib]
  refine (norm_sum_le _ _).trans (Finset.sum_le_sum fun i _ => ?_)
  calc ‖star (a i) * b i - star (b i) * a i‖
      ≤ ‖star (a i) * b i‖ + ‖star (b i) * a i‖ := norm_sub_le _ _
    _ = 2 * ‖a i‖ * ‖b i‖ := by
        rw [norm_mul, norm_mul, norm_star, norm_star]; ring
    _ ≤ (star (a i) * a i).re + (star (b i) * b i).re := by
        rw [h, h]; nlinarith [sq_nonneg (‖a i‖ - ‖b i‖)]
```

## One projector, one bound

Let $R$ be any orthogonal projector. Since $R=R^\dagger R$ and $X$ is Hermitian,

$$\langle XRY\rangle=\langle RXw,RYw\rangle .$$

Setting $a=RXw$ and $b=RYw$ in the previous estimate gives

$$|\langle XRY-YRX\rangle|\le\langle XRX\rangle+\langle YRY\rangle .$$

The identity for $\langle XRY\rangle$ is the local statement `key`. Neither commutativity nor $Pw=w$ has been used yet.

```lean
omit [DecidableEq n] in
/-- For an orthogonal projector `R`, the expectation of `XRY - YRX` is bounded by the parts
of the second moments of `X` and `Y` that pass through the range of `R`. -/
theorem channel_bound {R X Y : Matrix n n ℂ} (hR : R.IsHermitian) (hRR : R * R = R)
    (hX : X.IsHermitian) (hY : Y.IsHermitian) (w : n → ℂ) :
    ‖expect (X * R * Y - Y * R * X) w‖
      ≤ (expect (X * R * X) w).re + (expect (Y * R * Y) w).re := by
  have key : ∀ A B : Matrix n n ℂ, A.IsHermitian →
      expect (A * R * B) w = star ((R * A) *ᵥ w) ⬝ᵥ ((R * B) *ᵥ w) := by
    intro A B hA
    have e : A * R * (R * B) = A * R * B := by
      rw [mul_assoc A R (R * B), ← mul_assoc R R B, hRR, mul_assoc]
    rw [inner_mulVec, Matrix.conjTranspose_mul, hA.eq, hR.eq, e, expect]
  rw [expect_sub, key X Y hX, key Y X hY, key X X hX, key Y Y hY]
  exact cross_bound _ _
```

## The complement supplies the factor of two

Because $P^2=P$ and $Pw=w$, the outer projectors drop out:

$$\langle C\rangle=\langle P(XPY-YPX)P\rangle=\langle XPY-YPX\rangle .$$

Now let $Q=1-P$, which is also an orthogonal projector. Commutativity gives

$$XQY-YQX=(XY-YX)-(XPY-YPX)=-(XPY-YPX).$$

The commutators through $P$ and through $Q$ therefore have expectations of equal modulus, and the bound for one projector applies to each:

$$|\langle C\rangle|\le\langle XPX\rangle+\langle YPY\rangle,\qquad
|\langle C\rangle|\le\langle XQX\rangle+\langle YQY\rangle .$$

Adding them and using $P+Q=1$ yields $2|\langle C\rangle|\le\langle X^2\rangle+\langle Y^2\rangle$.

In the code, `hout` and `hin` remove the outer projectors, `hs` is the sign reversal, and `h1` and `h2` are the two bounds, which `linarith` adds.

```lean
/-- For commuting `X` and `Y` and a state `w` in the range of `P`, the second moments obey
`⟨X²⟩ + ⟨Y²⟩ ≥ 2 |⟨[PXP, PYP]⟩|`. -/
theorem second_moment_bound {P X Y : Matrix n n ℂ} (hP : P.IsHermitian) (hPP : P * P = P)
    (hX : X.IsHermitian) (hY : Y.IsHermitian) (hXY : X * Y = Y * X)
    {w : n → ℂ} (hw : P *ᵥ w = w) :
    2 * ‖expect (projComm P X Y) w‖ ≤ (expect (X * X) w).re + (expect (Y * Y) w).re := by
  -- the outer projectors act trivially on `w`
  have hout : ∀ M : Matrix n n ℂ, expect (P * M * P) w = expect M w := by
    intro M
    unfold expect
    calc star w ⬝ᵥ ((P * M * P) *ᵥ w) = star w ⬝ᵥ ((Pᴴ * M) *ᵥ (P *ᵥ w)) := by
          rw [Matrix.mulVec_mulVec, hP.eq]
      _ = star w ⬝ᵥ ((Pᴴ * M) *ᵥ w) := by rw [hw]
      _ = star (P *ᵥ w) ⬝ᵥ (M *ᵥ w) := (inner_mulVec P M w w).symm
      _ = star w ⬝ᵥ (M *ᵥ w) := by rw [hw]
  have hin : ∀ A B : Matrix n n ℂ, P * A * P * (P * B * P) = P * (A * P * B) * P := by
    intro A B
    calc P * A * P * (P * B * P) = P * A * (P * P) * B * P := by simp only [mul_assoc]
      _ = P * (A * P * B) * P := by rw [hPP]; simp only [mul_assoc]
  have hc : expect (projComm P X Y) w = expect (X * P * Y - Y * P * X) w := by
    rw [projComm, hin, hin, expect_sub, hout, hout, expect_sub]
  have hQ : (1 - P).IsHermitian := by
    change (1 - P)ᴴ = 1 - P
    rw [Matrix.conjTranspose_sub, Matrix.conjTranspose_one, hP.eq]
  have hQQ : (1 - P) * (1 - P) = 1 - P := by
    simp only [mul_sub, sub_mul, one_mul, mul_one, hPP]
    abel
  have h1 := channel_bound hP hPP hX hY w
  have h2 := channel_bound hQ hQQ hX hY w
  -- commuting positions: the channels `P` and `1 - P` carry opposite commutators
  have hs : X * (1 - P) * Y - Y * (1 - P) * X = Y * P * X - X * P * Y := by
    simp only [mul_sub, sub_mul, mul_one, hXY]
    abel
  have hd : ∀ A : Matrix n n ℂ, A * (1 - P) * A = A * A - A * P * A := by
    intro A
    rw [mul_sub, mul_one, sub_mul]
  rw [hs, hd, hd, expect_sub, norm_sub_rev, ← expect_sub, expect_sub (X * X),
    expect_sub (Y * Y), Complex.sub_re, Complex.sub_re] at h2
  rw [hc]
  linarith
```

## Moving the origin to the centre of the orbital

Second moments depend on the origin, but $C$ does not. For numbers $x,y$,

$$P(X-x)P=PXP-xP,\qquad P(Y-y)P=PYP-yP,$$

and $P$ commutes with both $PXP$ and $PYP$, so the additional terms cancel in the commutator.

```lean
/-- Shifting the origin of the positions leaves the projected commutator unchanged. -/
theorem projComm_shift {P : Matrix n n ℂ} (hPP : P * P = P) (X Y : Matrix n n ℂ) (x y : ℂ) :
    projComm P (X - x • 1) (Y - y • 1) = projComm P X Y := by
  have hs : ∀ (Z : Matrix n n ℂ) (z : ℂ), P * (Z - z • 1) * P = P * Z * P - z • P := by
    intro Z z
    simp only [mul_sub, sub_mul, mul_smul_comm, smul_mul_assoc, mul_one, hPP]
  have hr : ∀ Z : Matrix n n ℂ, P * Z * P * P = P * Z * P := by
    intro Z
    rw [mul_assoc, hPP]
  have hl : ∀ Z : Matrix n n ℂ, P * (P * Z * P) = P * Z * P := by
    intro Z
    rw [← mul_assoc, ← mul_assoc, hPP]
  unfold projComm
  rw [hs, hs]
  simp only [mul_sub, sub_mul, mul_smul_comm, smul_mul_assoc, hr, hl, hPP]
  module
```

Choose $x=\langle X\rangle$ and $y=\langle Y\rangle$. The shifted matrices are still Hermitian and still commute. Since $\langle w,w\rangle=1$,

$$\langle (X-x)^2\rangle=\langle X^2\rangle-2x\langle X\rangle+x^2=\operatorname{Var}X,$$

and likewise for $Y$. The second-moment bound becomes the spread bound.

The hypotheses of the Lean theorem are those of the opening inequality: `hP` and `hPP` make $P$ an orthogonal projector, `hX` and `hY` make the positions Hermitian, `hXY` is commutativity, `hw` places $w$ in the range of $P$, and `hunit` normalises it. The identity for the variance is `hvar`.

```lean
/-- Projected-position uncertainty: for commuting positions `X`, `Y` and a unit vector `w` in
the range of `P`, the spread of `w` is at least `2 |⟨w, [PXP, PYP] w⟩|`. -/
theorem spread_ge_projected_commutator {P X Y : Matrix n n ℂ} (hP : P.IsHermitian)
    (hPP : P * P = P) (hX : X.IsHermitian) (hY : Y.IsHermitian) (hXY : X * Y = Y * X)
    {w : n → ℂ} (hw : P *ᵥ w = w) (hunit : star w ⬝ᵥ w = 1) :
    2 * ‖expect (projComm P X Y) w‖ ≤ spread X Y w := by
  have hherm : ∀ (A : Matrix n n ℂ) (t : ℝ), A.IsHermitian →
      (A - (t : ℂ) • (1 : Matrix n n ℂ)).IsHermitian := by
    intro A t hA
    change (A - (t : ℂ) • (1 : Matrix n n ℂ))ᴴ = _
    rw [Matrix.conjTranspose_sub, Matrix.conjTranspose_smul, Matrix.conjTranspose_one,
      hA.eq, Complex.star_def, Complex.conj_ofReal]
  have hone : expect (1 : Matrix n n ℂ) w = 1 := by
    rw [expect, Matrix.one_mulVec, hunit]
  -- the variance is the second moment about the mean
  have hvar : ∀ A : Matrix n n ℂ,
      (expect ((A - ((expect A w).re : ℂ) • 1) * (A - ((expect A w).re : ℂ) • 1)) w).re
        = variance A w := by
    intro A
    unfold variance
    generalize hx : (expect A w).re = x
    simp only [mul_sub, sub_mul, mul_smul_comm, smul_mul_assoc, mul_one, one_mul,
      expect_sub, expect_smul, hone, Complex.sub_re, Complex.re_ofReal_mul, hx,
      Complex.ofReal_re]
    ring
  have hcomm : ∀ x y : ℂ, (X - x • 1) * (Y - y • 1) = (Y - y • 1) * (X - x • 1) := by
    intro x y
    simp only [mul_sub, sub_mul, mul_smul_comm, smul_mul_assoc, mul_one, one_mul, hXY]
    module
  have h := second_moment_bound hP hPP (hherm X (expect X w).re hX)
    (hherm Y (expect Y w).re hY) (hcomm _ _) hw
  rw [projComm_shift hPP, hvar, hvar] at h
  exact h
```

In a tight-binding calculation on an open sample with orthonormal orbitals, $X$ and $Y$ are commonly taken as diagonal matrices of site coordinates, so they commute. The matrix $C$ need not be formed: with $a=PXw$ and $b=PYw$, one has $\langle C\rangle=2i\,\operatorname{Im}\langle a,b\rangle$, and the computed spread can be checked against $4\,|\operatorname{Im}\langle a,b\rangle|$. If $P$ and $w$ are real in this basis, so are $a$ and $b$; the bound is then zero and the check says nothing.

## The product of the variances

Replace $X$ by $tX$ with $t$ real. The variance of $X$ scales by $t^2$ and $C$ scales by $t$, so the spread bound gives

$$t^2\operatorname{Var}X-2t\,|\langle C\rangle|+\operatorname{Var}Y\ge0\quad\text{for all }t .$$

A real quadratic that is never negative has discriminant at most zero, hence

$$|\langle C\rangle|^2\le\operatorname{Var}X\,\operatorname{Var}Y .$$

If $\operatorname{Var}X=0$, the expression is linear in $t$ and forces $\langle C\rangle=0$, in agreement with the formula. Mathlib's `discrim_le_zero` covers both cases.

```lean
/-- Product form: for commuting Hermitian `X`, `Y` and a unit vector `w` in the range of the
orthogonal projector `P`, `|⟨w, [PXP, PYP] w⟩|²` is at most the product of the variances of `X` and
`Y`. -/
theorem variance_product_bound {P X Y : Matrix n n ℂ} (hP : P.IsHermitian)
    (hPP : P * P = P) (hX : X.IsHermitian) (hY : Y.IsHermitian) (hXY : X * Y = Y * X)
    {w : n → ℂ} (hw : P *ᵥ w = w) (hunit : star w ⬝ᵥ w = 1) :
    ‖expect (projComm P X Y) w‖ ^ 2 ≤ variance X w * variance Y w := by
  -- rescale `X` by `t` and use that the resulting quadratic in `t` is nonnegative
  have h : ∀ t : ℝ, 0 ≤ variance X w * (t * t)
      + (-2 * ‖expect (projComm P X Y) w‖) * t + variance Y w := by
    intro t
    have ht : ((t : ℂ) • X).IsHermitian := by
      change ((t : ℂ) • X)ᴴ = _
      rw [Matrix.conjTranspose_smul, hX.eq, Complex.star_def, Complex.conj_ofReal]
    have hc : ((t : ℂ) • X) * Y = Y * ((t : ℂ) • X) := by
      rw [smul_mul_assoc, mul_smul_comm, hXY]
    have hv : variance ((t : ℂ) • X) w = t ^ 2 * variance X w := by
      simp only [variance, smul_mul_assoc, mul_smul_comm, expect_smul, Complex.re_ofReal_mul]
      ring
    have hp : projComm P ((t : ℂ) • X) Y = (t : ℂ) • projComm P X Y := by
      simp only [projComm, mul_smul_comm, smul_mul_assoc, smul_sub]
    have hb := spread_ge_projected_commutator hP hPP ht hY hc hw hunit
    rw [spread, hv, hp, expect_smul, norm_mul, Complex.norm_real, Real.norm_eq_abs] at hb
    nlinarith [mul_le_mul_of_nonneg_right (le_abs_self t)
      (norm_nonneg (expect (projComm P X Y) w))]
  have hd := discrim_le_zero h
  unfold discrim at hd
  nlinarith
```

## An equilateral triangle attains the bound

Two commuting $3\times3$ matrices show that the constant 2 is sharp. Their joint eigenvalues are the points $(2,0)$, $(-1,\sqrt3)$ and $(-1,-\sqrt3)$, the corners of an equilateral triangle. The matrices are written in a basis of plane waves around the triangle, which is why they are not diagonal.

```lean
/-- First position matrix of the three-state example. -/
def triX : Matrix (Fin 3) (Fin 3) ℂ := !![0, 1, 1; 1, 0, 1; 1, 1, 0]

/-- Second position matrix of the three-state example. -/
def triY : Matrix (Fin 3) (Fin 3) ℂ :=
  !![0, -Complex.I, Complex.I; Complex.I, 0, -Complex.I; -Complex.I, Complex.I, 0]
```

The projector keeps two of the three plane waves.

```lean
/-- Projector onto the first two basis states. -/
def triP : Matrix (Fin 3) (Fin 3) ℂ := !![1, 0, 0; 0, 1, 0; 0, 0, 0]
```

With $w=(1,0,0)$, all the hypotheses are verified entry by entry.

```lean
/-- The three-state example meets all hypotheses of the spread bound, with the first basis
state as `w`. -/
theorem triangle_witness :
    triP.IsHermitian ∧ triP * triP = triP ∧ triX.IsHermitian ∧ triY.IsHermitian ∧
      triX * triY = triY * triX ∧ triP *ᵥ ![1, 0, 0] = ![1, 0, 0] ∧
      star (![1, 0, 0] : Fin 3 → ℂ) ⬝ᵥ ![1, 0, 0] = 1 := by
  refine ⟨Matrix.IsHermitian.ext ?_, ?_, Matrix.IsHermitian.ext ?_,
    Matrix.IsHermitian.ext ?_, ?_, ?_, ?_⟩
  · intro i j
    fin_cases i <;> fin_cases j <;> simp [triP]
  · ext i j
    fin_cases i <;> fin_cases j <;> simp [triP, Matrix.mul_apply, Fin.sum_univ_three]
  · intro i j
    fin_cases i <;> fin_cases j <;> simp [triX]
  · intro i j
    fin_cases i <;> fin_cases j <;> simp [triY]
  · ext i j
    fin_cases i <;> fin_cases j <;> simp [triX, triY, Matrix.mul_apply, Fin.sum_univ_three]
  · ext i
    fin_cases i <;> simp [triP, Matrix.mulVec, dotProduct, Fin.sum_univ_three]
  · simp [dotProduct, Fin.sum_univ_three]
```

Here $Xw=(0,1,1)$ and $Yw=(0,i,-i)$. Both means vanish and both variances are 2, so the spread is 4. After projection, $PXw=(0,1,0)$ and $PYw=(0,i,0)$, so $\langle C\rangle=i-(-i)=2i$ and $2|\langle C\rangle|=4$.

```lean
/-- In the three-state example the projected commutator has expectation `2i` and the spread
is `4`, so the spread bound holds with equality. -/
theorem triangle_saturates :
    expect (projComm triP triX triY) ![1, 0, 0] = 2 * Complex.I ∧
      spread triX triY ![1, 0, 0] = 4 := by
  constructor
  · simp [expect, projComm, triP, triX, triY, Matrix.mulVec, dotProduct,
      Fin.sum_univ_three]
    ring_nf
  · simp [spread, variance, expect, triX, triY, Matrix.mulVec, dotProduct,
      Matrix.mul_apply, Fin.sum_univ_three]
    norm_num
```

The same numbers expose a plausible slip: putting the variances of $PXP$ and $PYP$ on the left. Each of those equals 1 here, and their sum, 2, is below 4. The usual uncertainty relation applied to $PXP$ and $PYP$ gives only $|\langle C\rangle|$ on the right; the part of $Xw$ and $Yw$ that leaves the range of $P$ accounts for the rest.

## Non-commuting matrices can violate the bound

Take $X=\sigma_x$, $Y=\sigma_y$, $P=1$ and $w=(1,0)$. Both variances are 1, so the spread is 2. But $[\sigma_x,\sigma_y]=2i\sigma_z$ gives $2|\langle C\rangle|=4$. The step that fails is the sign reversal: with $P=1$ the complement is zero and carries no opposite commutator.

```lean
/-- For the non-commuting Pauli matrices `σx`, `σy` with `P = 1` and the first basis state,
the spread is smaller than `2 |⟨[PXP, PYP]⟩|`. -/
theorem pauli_violates :
    spread !![0, 1; 1, 0] !![0, -Complex.I; Complex.I, 0] ![1, 0]
      < 2 * ‖expect (projComm 1 !![0, 1; 1, 0] !![0, -Complex.I; Complex.I, 0]) ![1, 0]‖ := by
  have h1 : spread !![0, 1; 1, 0] !![0, -Complex.I; Complex.I, 0] ![1, 0] = 2 := by
    norm_num [spread, variance, expect, Matrix.mulVec, dotProduct,
      Matrix.mul_apply, Fin.sum_univ_two]
  have h2 : expect (projComm 1 !![0, 1; 1, 0] !![0, -Complex.I; Complex.I, 0]) ![1, 0]
      = 2 * Complex.I := by
    simp only [projComm, one_mul, mul_one]
    simp [expect, Matrix.mulVec, dotProduct, Fin.sum_univ_two]
    ring_nf
  rw [h1, h2, norm_mul, Complex.norm_I]
  norm_num

end

end ProjectedPositionUncertainty
```

```lean
#print axioms ProjectedPositionUncertainty.spread_ge_projected_commutator
-- 'ProjectedPositionUncertainty.spread_ge_projected_commutator' depends on axioms: [propext, Classical.choice, Quot.sound]
#print axioms ProjectedPositionUncertainty.variance_product_bound
-- 'ProjectedPositionUncertainty.variance_product_bound' depends on axioms: [propext, Classical.choice, Quot.sound]
#print axioms ProjectedPositionUncertainty.triangle_saturates
-- 'ProjectedPositionUncertainty.triangle_saturates' depends on axioms: [propext, Classical.choice, Quot.sound]
#print axioms ProjectedPositionUncertainty.pauli_violates
-- 'ProjectedPositionUncertainty.pauli_violates' depends on axioms: [propext, Classical.choice, Quot.sound]
```
